# Exchange energy below \(-n^2/4\) certifies entanglement of a pure state of two spins \(n/2\)

For two spins \(n/2\), every product of unit vectors has a mean of \(\mathbf S_1\cdot\mathbf S_2\) of modulus at most \(n^2/4\). For \(n\ge 1\) the singlet, an entangled unit vector, reaches \(-\tfrac n2(\tfrac n2+1)\). A unit vector with mean below \(-n^2/4\) is therefore entangled. Here \(\hbar=1\), and the exchange energy is that of the antiferromagnetic Heisenberg dimer \(H=J\,\mathbf S_1\cdot\mathbf S_2\) with two equal spins, in units of \(J>0\). No normalised product trial state of this dimer has an energy below \(-n^2/4\).

## Product states and the singlet

Let \(|k\rangle\), \(k=0,\dots,n\), have magnetic number \(n/2-k\), so that \(S_+|k+1\rangle=\sqrt{(k+1)(n-k)}\,|k\rangle\). With \(S_-=S_+^\dagger\),

\[
\mathbf S_1\cdot\mathbf S_2=S_z\otimes S_z+\tfrac12(S_+\otimes S_-+S_-\otimes S_+).
\]

For a unit vector \(u\) with components \(u_k\), write \(z_u=\langle S_z\rangle\) and \(a_u=\langle S_+\rangle=\sum_{k<n}\sqrt{(k+1)(n-k)}\,u_k^*u_{k+1}\). Cauchy-Schwarz gives

\[
|a_u|^2\le\sum_k(n-k)|u_k|^2\,\sum_k k|u_k|^2=\left(\tfrac n2+z_u\right)\left(\tfrac n2-z_u\right),
\]

hence \(z_u^2+|a_u|^2\le n^2/4\). Means factorise in \(u\otimes v\), so a second Cauchy-Schwarz step gives

\[
|\langle\mathbf S_1\cdot\mathbf S_2\rangle|=|z_uz_v+\mathrm{Re}(a_ua_v^*)|\le|z_u||z_v|+|a_u||a_v|\le\tfrac{n^2}4 .
\]

The singlet is \(\sum_i s_i|i,n-i\rangle\) with \(s_i=(-1)^i/\sqrt{n+1}\). At \(|i,n-i\rangle\), the three operators give

\[
\begin{aligned}
S_z\otimes S_z&:\ -(\tfrac n2-i)^2s_i,\\
S_+\otimes S_-&:\ -(i+1)(n-i)s_i,\\
S_-\otimes S_+&:\ -i(n-i+1)s_i.
\end{aligned}
\]

The ladder terms come from the neighbours \(i\pm1\), whose sign is opposite. Half their sum is \(-(in-i^2+\tfrac n2)s_i\). Adding the first term leaves \(-(\tfrac{n^2}4+\tfrac n2)s_i\), so the singlet is an eigenvector with the stated eigenvalue. For \(n\ge1\) this lies below \(-n^2/4\).

## Spins as matrices

In Lean 4 with Mathlib:

```lean
import Mathlib

open Matrix
open scoped Kronecker

namespace SpinExchangeWitness

noncomputable section
```

The parameter `n` is twice the spin quantum number, and the index runs downwards from the highest magnetic number.

```lean
/-- Operators of a spin `n/2`; the basis index `k` has magnetic number `n/2 - k`. -/
abbrev SpinOp (n : ℕ) := Matrix (Fin (n + 1)) (Fin (n + 1)) ℂ

/-- The raising operator, with the usual square-root matrix elements. -/
def raise (n : ℕ) : SpinOp n := Matrix.of fun i j =>
  ((if (j : ℕ) = (i : ℕ) + 1 then Real.sqrt ((j : ℕ) * ((n : ℝ) - (i : ℕ))) else 0 : ℝ) : ℂ)

/-- The spin component `Sx`. -/
def spinX (n : ℕ) : SpinOp n := (1 / 2 : ℂ) • (raise n + (raise n)ᵀ)

/-- The spin component `Sy`. -/
def spinY (n : ℕ) : SpinOp n := (-Complex.I / 2) • (raise n - (raise n)ᵀ)

/-- The spin component `Sz`. -/
def spinZ (n : ℕ) : SpinOp n :=
  Matrix.diagonal fun k : Fin (n + 1) => (n : ℂ) / 2 - ((k : ℕ) : ℂ)

/-- The exchange operator `S1 · S2` of two spins `n/2`. -/
def exchange (n : ℕ) : Matrix (Fin (n + 1) × Fin (n + 1)) (Fin (n + 1) × Fin (n + 1)) ℂ :=
  spinX n ⊗ₖ spinX n + spinY n ⊗ₖ spinY n + spinZ n ⊗ₖ spinZ n
```

Means are taken without dividing by the squared norm.

```lean
/-- The form `⟨ψ|A|ψ⟩`, which is the expectation of `A` when `ψ` is a unit vector. -/
def mean {ι : Type*} [Fintype ι] (A : Matrix ι ι ℂ) (ψ : ι → ℂ) : ℂ := star ψ ⬝ᵥ A *ᵥ ψ

/-- The squared norm of a state vector. -/
def sqNorm {ι : Type*} [Fintype ι] (ψ : ι → ℂ) : ℝ := ∑ k, ‖ψ k‖ ^ 2

/-- The product vector `u ⊗ v`. -/
def tensor {ι : Type*} (u v : ι → ℂ) : ι × ι → ℂ := fun p => u p.1 * v p.2
```

Entanglement means being different from every product, whatever the norms of its factors.

```lean
/-- A two-particle vector is entangled if it is no product vector. -/
def IsEntangled {ι : Type*} (ψ : ι × ι → ℂ) : Prop := ∀ u v, ψ ≠ tensor u v
```

In the singlet, `Fin.rev` sends \(i\) to \(n-i\).

```lean
/-- The singlet: opposite magnetic numbers with equal weights and alternating signs. -/
def singlet (n : ℕ) : Fin (n + 1) × Fin (n + 1) → ℂ := fun p =>
  if p.2 = Fin.rev p.1 then (((Real.sqrt ((n : ℝ) + 1))⁻¹ : ℝ) : ℂ) * (-1) ^ (p.1 : ℕ) else 0
```

## The bound for products

The ladder form follows entry by entry from \(i^2=-1\), with \(i\) here the imaginary unit.

```lean
/-- The exchange operator in ladder form, `Sz Sz + (S₊ S₋ + S₋ S₊)/2`. -/
theorem exchange_ladder (n : ℕ) : exchange n = spinZ n ⊗ₖ spinZ n +
    (1 / 2 : ℂ) • (raise n ⊗ₖ (raise n)ᵀ + (raise n)ᵀ ⊗ₖ raise n) := by
  ext p q
  simp only [exchange, spinX, spinY, Matrix.add_apply, Matrix.sub_apply, Matrix.smul_apply,
    Matrix.kroneckerMap_apply, Matrix.transpose_apply, smul_eq_mul]
  linear_combination ((raise n p.1 q.1 - raise n q.1 p.1) *
    (raise n p.2 q.2 - raise n q.2 p.2) / 4) * Complex.I_sq
```

The next lemma evaluates sums over a neighbouring level, including the ends of the ladder.

```lean
/-- Summing `a` over the one level just after `i`, or just before it, gives `a`, provided that `a`
vanishes when `i` is at the end of the ladder and that level is missing. -/
theorem sum_neighbour {R : Type*} [AddCommMonoid R] {n : ℕ} (i : Fin (n + 1)) (a : R) :
    (((i : ℕ) = n → a = 0) →
      ∑ k : Fin (n + 1), (if (k : ℕ) = (i : ℕ) + 1 then a else 0) = a) ∧
    (((i : ℕ) = 0 → a = 0) →
      ∑ k : Fin (n + 1), (if (i : ℕ) = (k : ℕ) + 1 then a else 0) = a) := by
  have hi := i.isLt
  constructor <;> intro h
  · by_cases h0 : (i : ℕ) = n
    · rw [h h0]; simp
    · rw [Finset.sum_eq_single (⟨(i : ℕ) + 1, by omega⟩ : Fin (n + 1))]
      · exact if_pos rfl
      · exact fun k _ hk => if_neg fun e => hk (Fin.ext e)
      · exact fun h' => absurd (Finset.mem_univ _) h'
  · by_cases h0 : (i : ℕ) = 0
    · rw [h h0]; simp
    · rw [Finset.sum_eq_single (⟨(i : ℕ) - 1, by omega⟩ : Fin (n + 1))]
      · exact if_pos (show (i : ℕ) = (i : ℕ) - 1 + 1 by omega)
      · exact fun k _ hk => if_neg fun e => hk (Fin.ext (show (k : ℕ) = (i : ℕ) - 1 by omega))
      · exact fun h' => absurd (Finset.mem_univ _) h'
```

In `spin_length`, `f` and `g` are the two Cauchy-Schwarz factors. The steps `hA` and `hB` rewrite their sums of squares as \(\tfrac n2\pm z_u\), with \(\tfrac n2\) multiplied by the squared norm for general `u`.

```lean
/-- The squared moduli of `⟨u|Sz|u⟩` and `⟨u|S₊|u⟩` add up to at most the square of `n/2` times the
squared norm of `u`. -/
theorem spin_length (n : ℕ) (u : Fin (n + 1) → ℂ) :
    ‖mean (spinZ n) u‖ ^ 2 + ‖mean (raise n) u‖ ^ 2 ≤ ((n : ℝ) / 2 * sqNorm u) ^ 2 := by
  -- split each ladder amplitude between its two levels
  let f : Fin (n + 1) × Fin (n + 1) → ℝ := fun p =>
    if (p.2 : ℕ) = (p.1 : ℕ) + 1 then Real.sqrt ((n : ℝ) - (p.1 : ℕ)) * ‖u p.1‖ else 0
  let g : Fin (n + 1) × Fin (n + 1) → ℝ := fun p =>
    if (p.2 : ℕ) = (p.1 : ℕ) + 1 then Real.sqrt (p.2 : ℕ) * ‖u p.2‖ else 0
  have h1 : ‖mean (raise n) u‖ ≤ ∑ p, f p * g p := by
    have e : mean (raise n) u = ∑ p : Fin (n + 1) × Fin (n + 1),
        star (u p.1) * (raise n p.1 p.2 * u p.2) := by
      simp only [mean, dotProduct, Matrix.mulVec, Finset.mul_sum, Fintype.sum_prod_type,
        Pi.star_apply]
    rw [e]
    refine (norm_sum_le _ _).trans (Finset.sum_le_sum fun p _ => le_of_eq ?_)
    by_cases h : (p.2 : ℕ) = (p.1 : ℕ) + 1
    · simp only [f, g, raise, Matrix.of_apply, if_pos h, norm_mul, norm_star,
        Complex.norm_real, Real.norm_eq_abs, abs_of_nonneg (Real.sqrt_nonneg _)]
      rw [Real.sqrt_mul (Nat.cast_nonneg _)]
      ring
    · simp only [f, g, raise, Matrix.of_apply, if_neg h, Complex.ofReal_zero, zero_mul,
        mul_zero, norm_zero]
  have h2 : ∑ p, f p ^ 2 = ∑ i : Fin (n + 1), ((n : ℝ) - (i : ℕ)) * ‖u i‖ ^ 2 := by
    rw [Fintype.sum_prod_type]
    refine Finset.sum_congr rfl fun i _ => ?_
    rw [← (sum_neighbour i (((n : ℝ) - (i : ℕ)) * ‖u i‖ ^ 2)).1 (by intro h; simp [h])]
    refine Finset.sum_congr rfl fun j _ => ?_
    simp only [f]
    split_ifs
    · rw [mul_pow, Real.sq_sqrt (sub_nonneg.2 (by exact_mod_cast i.is_le))]
    · norm_num
  have h3 : ∑ p, g p ^ 2 = ∑ j : Fin (n + 1), ((j : ℕ) : ℝ) * ‖u j‖ ^ 2 := by
    rw [Fintype.sum_prod_type_right]
    refine Finset.sum_congr rfl fun j _ => ?_
    rw [← (sum_neighbour j (((j : ℕ) : ℝ) * ‖u j‖ ^ 2)).2 (by intro h; simp [h])]
    refine Finset.sum_congr rfl fun i _ => ?_
    simp only [g]
    split_ifs
    · rw [mul_pow, Real.sq_sqrt (Nat.cast_nonneg _)]
    · norm_num
  have h4 := (pow_le_pow_left₀ (norm_nonneg _) h1 2).trans
    (Finset.sum_mul_sq_le_sq_mul_sq _ f g)
  have hz : mean (spinZ n) u =
      ((∑ k : Fin (n + 1), ((n : ℝ) / 2 - (k : ℕ)) * ‖u k‖ ^ 2 : ℝ) : ℂ) := by
    simp only [mean, spinZ, dotProduct, Matrix.mulVec_diagonal, Pi.star_apply]
    push_cast
    refine Finset.sum_congr rfl fun k _ => ?_
    have h : star (u k) * u k = (‖u k‖ : ℂ) ^ 2 := Complex.conj_mul' (u k)
    linear_combination ((n : ℂ) / 2 - ((k : ℕ) : ℂ)) * h
  -- the two sums of squares are `n/2` times the squared norm, plus or minus `⟨u|Sz|u⟩`
  have hA : ∑ i : Fin (n + 1), ((n : ℝ) - (i : ℕ)) * ‖u i‖ ^ 2 = (n : ℝ) / 2 * sqNorm u +
      ∑ k : Fin (n + 1), ((n : ℝ) / 2 - (k : ℕ)) * ‖u k‖ ^ 2 := by
    rw [sqNorm, Finset.mul_sum, ← Finset.sum_add_distrib]
    exact Finset.sum_congr rfl fun k _ => by ring
  have hB : ∑ j : Fin (n + 1), ((j : ℕ) : ℝ) * ‖u j‖ ^ 2 = (n : ℝ) / 2 * sqNorm u -
      ∑ k : Fin (n + 1), ((n : ℝ) / 2 - (k : ℕ)) * ‖u k‖ ^ 2 := by
    rw [sqNorm, Finset.mul_sum, ← Finset.sum_sub_distrib]
    exact Finset.sum_congr rfl fun k _ => by ring
  rw [h2, h3, hA, hB] at h4
  rw [hz, Complex.norm_real, Real.norm_eq_abs, sq_abs]
  linarith
```

Below, `hk` factorises the means and `ht` equates the moduli of \(\langle S_-\rangle\) and \(\langle S_+\rangle\). The square given to `nlinarith` supplies the second Cauchy-Schwarz step.

```lean
/-- For a product vector `ψ = u ⊗ v`, the form `⟨ψ|S1 · S2|ψ⟩`, not divided by the squared norm of
`ψ`, has modulus at most `n²/4` times the product of the squared norms of `u` and `v`. -/
theorem exchange_product_le (n : ℕ) (u v : Fin (n + 1) → ℂ) :
    ‖mean (exchange n) (tensor u v)‖ ≤ (n : ℝ) ^ 2 / 4 * (sqNorm u * sqNorm v) := by
  have hk : ∀ A B : SpinOp n, mean (A ⊗ₖ B) (tensor u v) = mean A u * mean B v := by
    intro A B
    have h : ∀ p, ((A ⊗ₖ B) *ᵥ tensor u v) p = (A *ᵥ u) p.1 * (B *ᵥ v) p.2 := by
      intro p
      simp only [Matrix.mulVec, dotProduct, Fintype.sum_prod_type, Finset.sum_mul_sum,
        Matrix.kroneckerMap_apply, tensor]
      exact Finset.sum_congr rfl fun i _ => Finset.sum_congr rfl fun j _ => by ring
    simp only [mean, dotProduct, h, Fintype.sum_prod_type, Finset.sum_mul_sum, tensor,
      Pi.star_apply, star_mul']
    exact Finset.sum_congr rfl fun i _ => Finset.sum_congr rfl fun j _ => by ring
  have ht : ∀ w, ‖mean (raise n)ᵀ w‖ = ‖mean (raise n) w‖ := by
    intro w
    have hr : ∀ i j, star (raise n i j) = raise n i j := fun i j => Complex.conj_ofReal _
    rw [← norm_star (mean (raise n) w)]
    congr 1
    simp only [mean, dotProduct, Matrix.mulVec, Finset.mul_sum, star_sum, star_mul', hr,
      Matrix.transpose_apply, Pi.star_apply, star_star]
    rw [Finset.sum_comm]
    exact Finset.sum_congr rfl fun i _ => Finset.sum_congr rfl fun j _ => by ring
  have hsum : mean (exchange n) (tensor u v) = mean (spinZ n) u * mean (spinZ n) v + 1 / 2 *
      (mean (raise n) u * mean (raise n)ᵀ v + mean (raise n)ᵀ u * mean (raise n) v) := by
    rw [← hk, ← hk, ← hk, exchange_ladder]
    simp only [mean, Matrix.add_mulVec, Matrix.smul_mulVec, dotProduct_add, dotProduct_smul,
      smul_eq_mul]
  have h1 := norm_add_le (mean (raise n) u * mean (raise n)ᵀ v)
    (mean (raise n)ᵀ u * mean (raise n) v)
  rw [norm_mul, norm_mul, ht, ht] at h1
  have h2 : ‖(1 / 2 : ℂ)‖ = 1 / 2 := by norm_num
  have hs : ∀ w : Fin (n + 1) → ℂ, 0 ≤ (n : ℝ) / 2 * sqNorm w := fun w =>
    mul_nonneg (by positivity) (Finset.sum_nonneg fun k _ => by positivity)
  -- Cauchy-Schwarz for the two mean spin vectors
  have h3 := mul_le_mul (spin_length n u) (spin_length n v) (by positivity) (by positivity)
  have h4 : |‖mean (spinZ n) u‖ * ‖mean (spinZ n) v‖ + ‖mean (raise n) u‖ * ‖mean (raise n) v‖|
      ≤ ((n : ℝ) / 2 * sqNorm u) * ((n : ℝ) / 2 * sqNorm v) := by
    refine abs_le_of_sq_le_sq ?_ (mul_nonneg (hs u) (hs v))
    nlinarith [sq_nonneg (‖mean (spinZ n) u‖ * ‖mean (raise n) v‖ -
      ‖mean (raise n) u‖ * ‖mean (spinZ n) v‖)]
  have h5 := (le_abs_self _).trans h4
  rw [hsum]
  refine (norm_add_le _ _).trans ?_
  rw [norm_mul, norm_mul, h2]
  linarith
```

## The singlet and the witness

Here `hsq` multiplies the equal amplitudes of a ladder step and its mirror image, while `hA`, `hB` and `hZ` are the three contributions computed above. Away from \(j=n-i\), both sides vanish.

```lean
/-- The singlet is an eigenvector of `S1 · S2` with eigenvalue `-(n/2)(n/2 + 1)`. -/
theorem exchange_singlet (n : ℕ) :
    exchange n *ᵥ singlet n = (-((n : ℂ) / 2 * ((n : ℂ) / 2 + 1))) • singlet n := by
  have hv : ∀ i : Fin (n + 1), (Fin.rev i : ℕ) + (i : ℕ) = n := by
    intro i
    have := i.isLt
    rw [Fin.val_rev]
    omega
  have cv : ∀ i : Fin (n + 1), ((Fin.rev i : ℕ) : ℝ) = (n : ℝ) - (i : ℕ) := by
    intro i
    rw [eq_sub_iff_add_eq]
    exact_mod_cast hv i
  -- a ladder step and its mirror image have the same amplitude
  have hsq : ∀ a b : Fin (n + 1), (b : ℕ) = (a : ℕ) + 1 →
      raise n a b * raise n (Fin.rev b) (Fin.rev a) = ((b : ℕ) : ℂ) * ((n : ℂ) - (a : ℕ)) := by
    intro a b h
    have e : (Fin.rev a : ℕ) = (Fin.rev b : ℕ) + 1 := by
      have := hv a
      have := hv b
      omega
    have hn : (0 : ℝ) ≤ (n : ℝ) - (a : ℕ) := sub_nonneg.2 (by exact_mod_cast a.is_le)
    simp only [raise, Matrix.of_apply, if_pos h, if_pos e]
    rw [cv a, cv b, show ((n : ℝ) - (a : ℕ)) * ((n : ℝ) - ((n : ℝ) - (b : ℕ))) =
      (b : ℕ) * ((n : ℝ) - (a : ℕ)) by ring, ← Complex.ofReal_mul,
      Real.mul_self_sqrt (mul_nonneg (Nat.cast_nonneg _) hn)]
    push_cast
    ring
  funext p
  obtain ⟨i, j⟩ := p
  have key : ∀ A B : SpinOp n, ((A ⊗ₖ B) *ᵥ singlet n) (i, j) = ∑ k, A i k * B j (Fin.rev k) *
      ((((Real.sqrt ((n : ℝ) + 1))⁻¹ : ℝ) : ℂ) * (-1) ^ (k : ℕ)) := by
    intro A B
    simp only [Matrix.mulVec, dotProduct, Matrix.kroneckerMap_apply, Fintype.sum_prod_type,
      singlet, mul_ite, mul_zero, Finset.sum_ite_eq', Finset.mem_univ, if_true]
  have hA : ((raise n ⊗ₖ (raise n)ᵀ) *ᵥ singlet n) (i, j) =
      -((((i : ℕ) : ℂ) + 1) * ((n : ℂ) - (i : ℕ))) * singlet n (i, j) := by
    rw [key, ← (sum_neighbour i (-((((i : ℕ) : ℂ) + 1) * ((n : ℂ) - (i : ℕ))) *
      singlet n (i, j))).1 (by intro h; simp [h])]
    refine Finset.sum_congr rfl fun k _ => ?_
    by_cases h : (k : ℕ) = (i : ℕ) + 1
    · rw [if_pos h]
      by_cases hj : j = Fin.rev i
      · subst hj
        simp only [Matrix.transpose_apply, singlet, if_true]
        rw [hsq i k h, h]
        push_cast
        ring
      · have h' : ¬ (j : ℕ) = (Fin.rev k : ℕ) + 1 := fun e => hj (Fin.ext (by
          have := hv i
          have := hv k
          omega))
        simp only [raise, singlet, Matrix.transpose_apply, Matrix.of_apply, if_neg h',
          if_neg hj, Complex.ofReal_zero, mul_zero, zero_mul]
    · simp only [raise, Matrix.of_apply, if_neg h, Complex.ofReal_zero, zero_mul]
  have hB : (((raise n)ᵀ ⊗ₖ raise n) *ᵥ singlet n) (i, j) =
      -(((i : ℕ) : ℂ) * ((n : ℂ) - (i : ℕ) + 1)) * singlet n (i, j) := by
    rw [key, ← (sum_neighbour i (-(((i : ℕ) : ℂ) * ((n : ℂ) - (i : ℕ) + 1)) *
      singlet n (i, j))).2 (by intro h; simp [h])]
    refine Finset.sum_congr rfl fun k _ => ?_
    by_cases h : (i : ℕ) = (k : ℕ) + 1
    · rw [if_pos h]
      by_cases hj : j = Fin.rev i
      · subst hj
        simp only [Matrix.transpose_apply, singlet, if_true]
        rw [hsq k i h, h]
        push_cast
        ring
      · have h' : ¬ (Fin.rev k : ℕ) = (j : ℕ) + 1 := fun e => hj (Fin.ext (by
          have := hv i
          have := hv k
          omega))
        simp only [raise, singlet, Matrix.of_apply, if_neg h', if_neg hj,
          Complex.ofReal_zero, mul_zero, zero_mul]
    · simp only [raise, Matrix.transpose_apply, Matrix.of_apply, if_neg h,
        Complex.ofReal_zero, zero_mul]
  have hZ : ((spinZ n ⊗ₖ spinZ n) *ᵥ singlet n) (i, j) =
      -((n : ℂ) / 2 - (i : ℕ)) ^ 2 * singlet n (i, j) := by
    rw [key, Finset.sum_eq_single i]
    · simp only [spinZ, Matrix.diagonal_apply, singlet, if_true]
      split_ifs with hj
      · have e : ((j : ℕ) : ℂ) = (n : ℂ) - (i : ℕ) := by
          rw [hj, eq_sub_iff_add_eq]
          exact_mod_cast hv i
        rw [e]
        ring
      · ring
    · intro k _ hk
      simp only [spinZ, Matrix.diagonal_apply, if_neg (Ne.symm hk), zero_mul]
    · exact fun h => absurd (Finset.mem_univ _) h
  rw [exchange_ladder]
  simp only [Matrix.add_mulVec, Matrix.smul_mulVec, Pi.add_apply, Pi.smul_apply, hA, hB, hZ,
    smul_eq_mul]
  ring
```

The witness assumes a unit vector `ψ` and a bound on the real part of its mean, which is the whole mean because the operator is Hermitian. If `ψ` were a product, its factors' squared norms would multiply to 1, and the product bound would contradict `hE`.

```lean
/-- A unit vector of two spins `n/2` with exchange energy below `-n²/4` is entangled. -/
theorem entangled_of_exchange_lt (n : ℕ) (ψ : Fin (n + 1) × Fin (n + 1) → ℂ)
    (hψ : sqNorm ψ = 1) (hE : (mean (exchange n) ψ).re < -((n : ℝ) ^ 2 / 4)) :
    IsEntangled ψ := by
  intro u v h
  have hm : sqNorm (tensor u v) = sqNorm u * sqNorm v := by
    simp only [sqNorm, tensor, Fintype.sum_prod_type, Finset.sum_mul_sum, norm_mul, mul_pow]
  have hb := exchange_product_le n u v
  rw [← hm, ← h, hψ, mul_one] at hb
  have := (abs_le.1 ((Complex.abs_re_le_norm _).trans hb)).1
  linarith
```

The last theorem assumes \(n\ge1\), since a pair of spins 0 has no entangled state. Its proof checks that the singlet is a unit vector, takes its mean from the eigenvalue equation and applies the witness.

```lean
/-- For two spins `n/2` with `n ≥ 1`, products of unit vectors have exchange energy of modulus at
most `n²/4`, while the singlet is an entangled unit vector with energy `-(n/2)(n/2 + 1)`. -/
theorem exchange_entanglement_witness (n : ℕ) (hn : 0 < n) :
    (∀ u v : Fin (n + 1) → ℂ, sqNorm u = 1 → sqNorm v = 1 →
      ‖mean (exchange n) (tensor u v)‖ ≤ (n : ℝ) ^ 2 / 4) ∧
    sqNorm (singlet n) = 1 ∧ IsEntangled (singlet n) ∧
    mean (exchange n) (singlet n) = -((n : ℂ) / 2 * ((n : ℂ) / 2 + 1)) := by
  have h1 : sqNorm (singlet n) = 1 := by
    have h : ∀ i j, ‖singlet n (i, j)‖ ^ 2 =
        if j = Fin.rev i then ((n : ℝ) + 1)⁻¹ else 0 := by
      intro i j
      simp only [singlet]
      split_ifs
      · rw [norm_mul, norm_pow, norm_neg, norm_one, one_pow, mul_one, Complex.norm_real,
          Real.norm_eq_abs, sq_abs, inv_pow, Real.sq_sqrt (by positivity)]
      · simp
    have h0 : (n : ℝ) + 1 ≠ 0 := by positivity
    simp only [sqNorm, Fintype.sum_prod_type, h, Finset.sum_ite_eq', Finset.mem_univ, if_true,
      Finset.sum_const, Finset.card_univ, Fintype.card_fin, nsmul_eq_mul]
    push_cast
    exact mul_inv_cancel₀ h0
  have h2 : mean (exchange n) (singlet n) = -((n : ℂ) / 2 * ((n : ℂ) / 2 + 1)) := by
    have h : star (singlet n) ⬝ᵥ singlet n = ((sqNorm (singlet n) : ℝ) : ℂ) := by
      simp only [dotProduct, sqNorm, Pi.star_apply]
      push_cast
      exact Finset.sum_congr rfl fun p _ => Complex.conj_mul' (singlet n p)
    rw [mean, exchange_singlet, dotProduct_smul, h, h1, smul_eq_mul, Complex.ofReal_one, mul_one]
  refine ⟨fun u v hu hv => ?_, h1, entangled_of_exchange_lt n _ h1 ?_, h2⟩
  · simpa only [hu, hv, mul_one] using exchange_product_le n u v
  · have e : -((n : ℂ) / 2 * ((n : ℂ) / 2 + 1)) =
        ((-((n : ℝ) / 2 * ((n : ℝ) / 2 + 1)) : ℝ) : ℂ) := by push_cast; rfl
    rw [h2, e, Complex.ofReal_re]
    have : (0 : ℝ) < n := by exact_mod_cast hn
    nlinarith

end

end SpinExchangeWitness
```

An energy measured on a real sample generally belongs to a mixed state. Passing from these state vectors to density matrices is a further step, with its own definition of entanglement. The criterion is also one-sided: an energy above the threshold decides nothing.

```lean
#print axioms SpinExchangeWitness.entangled_of_exchange_lt
```

```
'SpinExchangeWitness.entangled_of_exchange_lt' depends on axioms: [propext, Classical.choice, Quot.sound]
```
